# A vector killed by the annihilation operators of a complete orthonormal set of orbitals is killed by every site's annihilation operator

Take finitely many one-particle basis states p, with an operator a_p for each, and as many orthonormal orbitals f_i, each with the operator a(f_i) = ∑ conj(f_i(p)) a_p. The lemma `vacuum_of_basis` says that if every a(f_i) sends a vector x to zero, then so does every a_p. The a_p are arbitrary linear operators on a complex inner product space, with no anticommutation relations assumed, and x need not be normalised. The attempt writes orthonormality as a matrix product equal to 1, reverses the product to get the completeness relation, and uses that to expand a_p x in the vectors a(f_i) x, which all vanish.

This version doesn't compile in Lean 4 with Mathlib:

```lean
import Mathlib

open Matrix
open scoped InnerProductSpace

namespace IdempotentDeterminant

noncomputable section

variable {ι : Type*} [Fintype ι] [DecidableEq ι] {V : Type*} [NormedAddCommGroup V]
  [InnerProductSpace ℂ V] {a c : ι → Module.End ℂ V}

/-- The operator `c(f) = ∑ f_p c_p`, creating a particle in the orbital `f`. -/
def create (c : ι → Module.End ℂ V) (f : ι → ℂ) : Module.End ℂ V := ∑ p, f p • c p

/-- The operator `a(f) = ∑ conj(f_p) a_p`, removing a particle from the orbital `f`. -/
def annihilate (a : ι → Module.End ℂ V) (f : ι → ℂ) : Module.End ℂ V := create a (star f)

/-- The orbitals `f i` are orthonormal. -/
def OrthonormalOrbitals {κ : Type*} [DecidableEq κ] (f : κ → ι → ℂ) : Prop :=
  ∀ i j, star (f i) ⬝ᵥ f j = if i = j then 1 else 0

omit [DecidableEq ι] in
lemma create_apply (b : ι → Module.End ℂ V) (f : ι → ℂ) (x : V) :
    create b f x = ∑ p, f p • b p x := by
  simp [create, LinearMap.sum_apply]

lemma vacuum_of_basis {f : ι → ι → ℂ} (hf : OrthonormalOrbitals f) {x : V}
    (hx : ∀ i, annihilate a (f i) x = 0) (p : ι) : a p x = 0 := by
  have h1 : (Matrix.of fun i p => star (f i p)) * (Matrix.of fun p j => f j p) = 1 := by
    ext i j
    rw [Matrix.mul_apply, Matrix.one_apply]
    exact hf i j
  have h2 : ∀ q, ∑ i, f i p * star (f i q) = if p = q then 1 else 0 := by
    intro q
    have e := congrFun (congrFun (mul_eq_one_comm.mp h1) p) q
    rw [Matrix.mul_apply, Matrix.one_apply] at e
    exact e
  calc a p x = ∑ q, (∑ i, f i p * star (f i q)) • a q x := by simp only [h2]; simp
    _ = ∑ i, f i p • annihilate a (f i) x := by
      simp only [annihilate, create_apply, Finset.sum_smul, Finset.smul_sum, mul_smul]
      exact Finset.sum_comm
    _ = 0 := by simp [hx]

end

end IdempotentDeterminant
```

Compiling this gives:

```
Main.lean:36:23: error: Application type mismatch: The argument
  congrFun (mul_eq_one_comm.mp ?m.126) p
has type
  (?m.123 * ?m.122) p = 1 p
but is expected to have type
  ?m.113 = ?m.114
in the application
  congrFun (congrFun (mul_eq_one_comm.mp ?m.126) p)
Main.lean:39:59: error: stuck at solving universe constraint
  ?u.97 + 1 =?= imax (u_1 + 1) ?u.95
while trying to unify
  Eq.{imax (u_1 + 1) ?u.95} (HMul.hMul.{?u.97, ?u.97, ?u.97} ?m.123 ?m.122) (OfNat.ofNat.{?u.97} 1) : Prop
with
  Eq.{?u.97 + 1} (HMul.hMul.{?u.97, ?u.97, ?u.97} ?m.123 ?m.122) (OfNat.ofNat.{?u.97} 1) : Prop
Main.lean:42:12: error: stuck at solving universe constraint
  ?u.97 + 1 =?= imax (u_1 + 1) ?u.95
while trying to unify
  Eq.{imax (u_1 + 1) ?u.95} (HMul.hMul.{?u.97, ?u.97, ?u.97} ?m.123 ?m.122) (OfNat.ofNat.{?u.97} 1) : Prop
with
  Eq.{?u.97 + 1} (HMul.hMul.{?u.97, ?u.97, ?u.97} ?m.123 ?m.122) (OfNat.ofNat.{?u.97} 1) : Prop
Main.lean:43:13: error: stuck at solving universe constraint
  ?u.97 + 1 =?= imax (u_1 + 1) ?u.95
while trying to unify
  Eq.{imax (u_1 + 1) ?u.95} (HMul.hMul.{?u.97, ?u.97, ?u.97} ?m.123 ?m.122) (OfNat.ofNat.{?u.97} 1) : Prop
with
  Eq.{?u.97 + 1} (HMul.hMul.{?u.97, ?u.97, ?u.97} ?m.123 ?m.122) (OfNat.ofNat.{?u.97} 1) : Prop
Main.lean:39:2: error: stuck at solving universe constraint
  ?u.97 + 1 =?= imax (u_1 + 1) ?u.95
while trying to unify
  Eq.{imax (u_1 + 1) ?u.95} (HMul.hMul.{?u.97, ?u.97, ?u.97} ?m.123 ?m.122) (OfNat.ofNat.{?u.97} 1) : Prop
with
  Eq.{?u.97 + 1} (HMul.hMul.{?u.97, ?u.97, ?u.97} ?m.123 ?m.122) (OfNat.ofNat.{?u.97} 1) : Prop
Main.lean:29:61: error: stuck at solving universe constraint
  ?u.97 + 1 =?= imax (u_1 + 1) ?u.95
while trying to unify
  Eq.{imax (u_1 + 1) ?u.95} (HMul.hMul.{?u.97, ?u.97, ?u.97} ?m.123 ?m.122) (OfNat.ofNat.{?u.97} 1) : Prop
with
  Eq.{?u.97 + 1} (HMul.hMul.{?u.97, ?u.97, ?u.97} ?m.123 ?m.122) (OfNat.ofNat.{?u.97} 1) : Prop
```

The first error is in the line that reverses the product and reads off an entry. `congrFun` needs an equality of functions, while `mul_eq_one_comm.mp` gives an equality in a type that its argument `h1` should determine. In the nested expression Lean had not yet used `h1`, which appears in the message as the placeholder `?m.126`, so the factors and their type were still unknown.

Lean therefore had to match a general function type, in universe `imax (u_1 + 1) ?u.95`, with the unknown type of the product, in universe `?u.97 + 1`. With both `?u.95` and `?u.97` undetermined, it could not solve the constraint. The five later errors repeat this same constraint and are not separate faults in the lines they point to.

The repair first states the reversed product as `h3`. There `h1` fixes the type as square matrices over ℂ indexed by `ι`, and with it the universe. `congrFun` then receives a known matrix equality, which it can treat as an equality of functions and apply to `p` and `q`.

This version goes through:

```diff
@@ -34,5 +34,6 @@
   have h2 : ∀ q, ∑ i, f i p * star (f i q) = if p = q then 1 else 0 := by
     intro q
-    have e := congrFun (congrFun (mul_eq_one_comm.mp h1) p) q
+    have h3 := mul_eq_one_comm.mp h1
+    have e := congrFun (congrFun h3 p) q
     rw [Matrix.mul_apply, Matrix.one_apply] at e
     exact e
```
